# The six bond angles at an ideal tetrahedral centre have exactly one first-order redundancy

## Question

In methane at its ideal tetrahedral geometry, the six H–C–H angles can start to change at any six rates that sum to zero, and at no others. So six angles supply only five independent bending coordinates. I know the count from setting up internal coordinates, but I would like to see the claim made rigorous: both that the sum must vanish and that every zero-sum set of rates comes from an actual motion of the bonds. Can this be derived in full and checked in Lean?

## Answer

Yes. For four unit vectors with pairwise inner products $-1/3$, the attainable initial rates of the six cosines are exactly the vectors in $\mathbb{R}^6$ with zero sum. They form a space of dimension five, and the six angles have the same set of attainable rates.

### The cosine sum is at its minimum

Let $u_0,\dots,u_3$ be the bond directions, and number the pairs $k=0,\dots,5$ in the order $(0,1),(0,2),(0,3),(1,2),(1,3),(2,3)$. For any four unit vectors $r_i$,

$$0\le\Big|\sum_i r_i\Big|^2=4+2\sum_{i<j}r_i\cdot r_j ,$$

so the six cosines sum to at least $-2$. At the tetrahedral geometry the sum is $6\cdot(-1/3)=-2$, the smallest possible value. Along any differentiable motion $r_i(t)$ of unit vectors with $r_i(0)=u_i$, the cosine sum therefore has a minimum at $t=0$, and its derivative there is zero. If $d_k$ is the initial rate of the $k$-th cosine, then $\sum_k d_k=0$.

### Velocities for any zero-sum rates

Conversely, let $d_0+\dots+d_5=0$. We need velocities $v_i$ with $v_i\cdot u_i=0$, which preserves unit length to first order, and $v_i\cdot u_j+v_j\cdot u_i=d_k$ for each pair $k=(i,j)$. Write $w_{ij}=v_i\cdot u_j$ and choose, with $s=d_0+d_1+d_3$,

$$w=\begin{pmatrix}0&0&0&0\\ d_0&0&-d_0&0\\ d_1&d_3+d_0&0&-s\\ d_2&d_4&d_5+s&0\end{pmatrix}.$$

The diagonal is zero, and opposite entries add up to the required rates; for instance, $w_{12}+w_{21}=-d_0+d_3+d_0=d_3$. The first three rows sum to zero identically, and the last does because $\sum_k d_k=0$.

Such a table always comes from velocities. Set $v_i=\tfrac34\sum_k w_{ik}u_k$, where $k$ now runs over the bonds. Since $\sum_{k\ne j}w_{ik}=-w_{ij}$,

$$v_i\cdot u_j=\tfrac34\Big(w_{ij}-\tfrac13\sum_{k\neq j}w_{ik}\Big)=\tfrac34\Big(w_{ij}+\tfrac13w_{ij}\Big)=w_{ij}.$$

Each velocity must also belong to a curve that stays on the unit sphere. With $q=|v_i|^2/4$, take

$$r_i(t)=\frac{(1-qt^2)\,u_i+t\,v_i}{1+qt^2}.$$

Because $v_i\perp u_i$, the squared length of the numerator is $(1-qt^2)^2+4qt^2=(1+qt^2)^2$, so $|r_i(t)|=1$ for all $t$. Also $r_i(0)=u_i$ and $\dot r_i(0)=v_i$.

### Dimension and angles

The zero-sum vectors are the kernel of the nonzero linear map $d\mapsto\sum_k d_k$ from $\mathbb{R}^6$ to $\mathbb{R}$, so their dimension is $6-1=5$.

For the angles, $\theta_k=\arccos c_k$ gives $\dot\theta_k=-\dot c_k/\sqrt{1-c_k^2}$. At $c_k=-1/3$ the square root is $2\sqrt2/3$ for all six pairs. A common nonzero factor maps zero-sum vectors onto zero-sum vectors.

### The Lean file

```lean
import Mathlib

open Matrix

namespace TetrahedralAngleRedundancy

noncomputable section

/-- Four bond vectors with the inner products of the methane bond directions:
`1` on the diagonal and `-1/3` for each pair. -/
def IsTetrahedral (u : Fin 4 → Fin 3 → ℝ) : Prop :=
  ∀ i j, u i ⬝ᵥ u j = if i = j then 1 else -1 / 3

/-- The first bond of each of the six bond pairs. -/
def bondA : Fin 6 → Fin 4 := ![0, 0, 0, 1, 1, 2]

/-- The second bond of each of the six bond pairs. -/
def bondB : Fin 6 → Fin 4 := ![1, 2, 3, 2, 3, 3]

/-- A differentiable motion of four bond directions that starts at `u` and keeps
them unit vectors. -/
structure IsBondMotion (u : Fin 4 → Fin 3 → ℝ) (r : Fin 4 → ℝ → Fin 3 → ℝ) : Prop where
  start : ∀ i, r i 0 = u i
  smooth : ∀ i, Differentiable ℝ (r i)
  unit : ∀ i t, r i t ⬝ᵥ r i t = 1

/-- The inner product of the `k`-th bond pair at time `t`. -/
def cosine (r : Fin 4 → ℝ → Fin 3 → ℝ) (k : Fin 6) (t : ℝ) : ℝ :=
  r (bondA k) t ⬝ᵥ r (bondB k) t

/-- The initial rates of the six cosines that some bond motion from `u` produces. -/
def attainableRates (u : Fin 4 → Fin 3 → ℝ) : Set (Fin 6 → ℝ) :=
  {d | ∃ r, IsBondMotion u r ∧ ∀ k, HasDerivAt (cosine r k) (d k) 0}

/-- The initial rates of the six bond angles that some bond motion from `u` produces. -/
def attainableAngleRates (u : Fin 4 → Fin 3 → ℝ) : Set (Fin 6 → ℝ) :=
  {a | ∃ r, IsBondMotion u r ∧ ∀ k, HasDerivAt (fun t => Real.arccos (cosine r k t)) (a k) 0}

/-- A curve through `u` with initial velocity `v`, built by a rational parametrisation. -/
def swing (u v : Fin 3 → ℝ) (t : ℝ) : Fin 3 → ℝ :=
  (1 + v ⬝ᵥ v / 4 * t ^ 2)⁻¹ • ((1 - v ⬝ᵥ v / 4 * t ^ 2) • u + t • v)

/-- Four bond directions pointing to alternate corners of a cube. -/
def cubeBonds (i : Fin 4) : Fin 3 → ℝ :=
  (√3)⁻¹ • (![![1, 1, 1], ![1, -1, -1], ![-1, 1, -1], ![-1, -1, 1]] : Fin 4 → Fin 3 → ℝ) i

/-- The bond directions to alternate corners of a cube are tetrahedral. -/
theorem isTetrahedral_witness : IsTetrahedral cubeBonds := by
  intro i j
  have h3 : (√3)⁻¹ * (√3)⁻¹ = (1 / 3 : ℝ) := by
    rw [← mul_inv, Real.mul_self_sqrt (by norm_num)]
    norm_num
  have hdot : ∀ a b c x y z : ℝ, ![a, b, c] ⬝ᵥ ![x, y, z] = a * x + b * y + c * z := by
    intro a b c x y z
    rw [dotProduct, Fin.sum_univ_three]
    rfl
  simp only [cubeBonds, smul_dotProduct, dotProduct_smul, smul_eq_mul, ← mul_assoc, h3]
  fin_cases i <;> fin_cases j <;> norm_num [hdot]

/-- The six cosines between any four unit vectors sum to at least `-2`. -/
theorem cosine_sum_ge (w : Fin 4 → Fin 3 → ℝ) (hw : ∀ i, w i ⬝ᵥ w i = 1) :
    -2 ≤ ∑ k, w (bondA k) ⬝ᵥ w (bondB k) := by
  -- the squared length of the sum of the bonds is nonnegative
  have h : 0 ≤ (w 0 + w 1 + w 2 + w 3) ⬝ᵥ (w 0 + w 1 + w 2 + w 3) :=
    Finset.sum_nonneg fun i _ => mul_self_nonneg _
  simp only [add_dotProduct, dotProduct_add] at h
  rw [Fin.sum_univ_six]
  show -2 ≤ w 0 ⬝ᵥ w 1 + w 0 ⬝ᵥ w 2 + w 0 ⬝ᵥ w 3 + w 1 ⬝ᵥ w 2 + w 1 ⬝ᵥ w 3 + w 2 ⬝ᵥ w 3
  linarith [hw 0, hw 1, hw 2, hw 3, dotProduct_comm (w 0) (w 1), dotProduct_comm (w 0) (w 2),
    dotProduct_comm (w 0) (w 3), dotProduct_comm (w 1) (w 2), dotProduct_comm (w 1) (w 3),
    dotProduct_comm (w 2) (w 3)]

/-- The product rule for the inner product of two moving vectors. -/
theorem hasDerivAt_dot {a b : ℝ → Fin 3 → ℝ} {a' b' : Fin 3 → ℝ} {t : ℝ}
    (ha : HasDerivAt a a' t) (hb : HasDerivAt b b' t) :
    HasDerivAt (fun s => a s ⬝ᵥ b s) (a' ⬝ᵥ b t + a t ⬝ᵥ b') t := by
  have ha' := hasDerivAt_pi.1 ha
  have hb' := hasDerivAt_pi.1 hb
  simp only [dotProduct, Fin.sum_univ_three]
  exact ((((ha' 0).fun_mul (hb' 0)).fun_add ((ha' 1).fun_mul (hb' 1))).fun_add
    ((ha' 2).fun_mul (hb' 2))).congr_deriv (by ring)

/-- A velocity perpendicular to a unit bond vector is realised by a differentiable
curve of unit vectors. -/
theorem swing_spec {u v : Fin 3 → ℝ} (hu : u ⬝ᵥ u = 1) (hv : v ⬝ᵥ u = 0) :
    swing u v 0 = u ∧ Differentiable ℝ (swing u v) ∧
      (∀ t, swing u v t ⬝ᵥ swing u v t = 1) ∧ HasDerivAt (swing u v) v 0 := by
  have hs : 0 ≤ v ⬝ᵥ v := Finset.sum_nonneg fun i _ => mul_self_nonneg _
  have hpos : ∀ t : ℝ, 1 + v ⬝ᵥ v / 4 * t ^ 2 ≠ 0 := fun t => by positivity
  refine ⟨by simp [swing], ?_, fun t => ?_, ?_⟩
  · have hd : Differentiable ℝ (fun t : ℝ => 1 + v ⬝ᵥ v / 4 * t ^ 2) := by fun_prop
    have hn : Differentiable ℝ (fun t : ℝ => (1 - v ⬝ᵥ v / 4 * t ^ 2) • u + t • v) := by
      fun_prop
    exact (hd.inv hpos).smul hn
  · have hp := hpos t
    have hv' : u ⬝ᵥ v = 0 := by rw [dotProduct_comm, hv]
    simp only [swing, smul_dotProduct, dotProduct_smul, add_dotProduct, dotProduct_add,
      smul_eq_mul, hu, hv, hv']
    generalize v ⬝ᵥ v = s at hp ⊢
    have e : (1 + s / 4 * t ^ 2)⁻¹ * (1 + s / 4 * t ^ 2) = 1 := inv_mul_cancel₀ hp
    linear_combination ((1 + s / 4 * t ^ 2)⁻¹ * (1 + s / 4 * t ^ 2) + 1) * e
  · have hp : HasDerivAt (fun t : ℝ => t ^ 2) 0 0 := by simpa using hasDerivAt_pow 2 (0 : ℝ)
    have hq := hp.const_mul (v ⬝ᵥ v / 4)
    have hc := (hq.const_add 1).inv (hpos 0)
    have hn := ((hq.const_sub 1).smul_const u).fun_add
      ((hasDerivAt_id' (0 : ℝ)).smul_const v)
    exact (hc.smul hn).congr_deriv (by simp)

/-- For tetrahedral bonds, every table with zero row sums is the table of inner products
of some four velocities with the four bonds. -/
theorem exists_velocities {u : Fin 4 → Fin 3 → ℝ} (h : IsTetrahedral u)
    (w : Fin 4 → Fin 4 → ℝ) (hw : ∀ i, ∑ j, w i j = 0) :
    ∃ v : Fin 4 → Fin 3 → ℝ, ∀ i j, v i ⬝ᵥ u j = w i j := by
  refine ⟨fun i => ∑ k, (3 / 4 * w i k) • u k, fun i j => ?_⟩
  have hu : ∀ k, u k ⬝ᵥ u j = if k = j then 1 else -1 / 3 := fun k => h k j
  have e : ∀ k, 3 / 4 * w i k * (u k ⬝ᵥ u j) = (if k = j then w i k else 0) - 1 / 4 * w i k := by
    intro k
    rw [hu k]
    split_ifs <;> ring
  have hs : ∑ k, (if k = j then w i k else 0) = w i j := by simp
  have hr := hw i
  rw [Fin.sum_univ_four] at hs hr
  simp only [Fin.sum_univ_four, add_dotProduct, smul_dotProduct, smul_eq_mul, e]
  linarith

/-- Every bond motion from a tetrahedral geometry starts with all six cosines at `-1/3`. -/
theorem cosine_start {u : Fin 4 → Fin 3 → ℝ} {r : Fin 4 → ℝ → Fin 3 → ℝ}
    (h : IsTetrahedral u) (hr : IsBondMotion u r) (k : Fin 6) : cosine r k 0 = -1 / 3 := by
  have hne : ∀ k, bondA k ≠ bondB k := by decide
  rw [cosine, hr.start, hr.start, h, if_neg (hne k)]

/-- At a tetrahedral geometry the attainable rates of the six cosines are exactly
the vectors of `ℝ⁶` with zero sum. -/
theorem attainableRates_eq {u : Fin 4 → Fin 3 → ℝ} (h : IsTetrahedral u) :
    attainableRates u = {d | ∑ k, d k = 0} := by
  ext d
  constructor
  · rintro ⟨r, hr, hd⟩
    -- the sum of the cosines is minimal at time zero
    have hmin : IsLocalMin (fun t => ∑ k, cosine r k t) 0 := by
      refine Filter.Eventually.of_forall fun t => ?_
      have h0 : ∑ k, cosine r k 0 = -2 := by
        simp only [cosine_start h hr]
        rw [Fin.sum_univ_six]
        norm_num
      exact h0.le.trans (cosine_sum_ge (fun i => r i t) fun i => hr.unit i t)
    exact hmin.hasDerivAt_eq_zero (HasDerivAt.fun_sum fun k _ => hd k)
  · intro hd
    have hd' : d 0 + d 1 + d 2 + d 3 + d 4 + d 5 = 0 := by
      rw [← Fin.sum_univ_six]
      exact hd
    -- velocities with the first bond at rest
    obtain ⟨w, hw⟩ : ∃ w : Fin 4 → Fin 4 → ℝ, w = ![![0, 0, 0, 0], ![d 0, 0, -d 0, 0],
      ![d 1, d 3 + d 0, 0, -(d 0 + d 1 + d 3)], ![d 2, d 4, d 5 + (d 0 + d 1 + d 3), 0]] :=
      ⟨_, rfl⟩
    have hrow : ∀ i, ∑ j, w i j = 0 := by
      intro i
      rw [Fin.sum_univ_four]
      fin_cases i <;> simp [hw] <;> linarith
    have hdiag : ∀ i, w i i = 0 := by
      intro i
      fin_cases i <;> simp [hw]
    have hpair : ∀ k, w (bondA k) (bondB k) + w (bondB k) (bondA k) = d k := by
      intro k
      fin_cases k <;> simp [hw, bondA, bondB]
      linarith
    obtain ⟨v, hv⟩ := exists_velocities h w hrow
    have hS := fun i => swing_spec (u := u i) (v := v i) (by simp [h i i])
      (by rw [hv, hdiag])
    refine ⟨fun i => swing (u i) (v i),
      ⟨fun i => (hS i).1, fun i => (hS i).2.1, fun i => (hS i).2.2.1⟩, fun k => ?_⟩
    refine (hasDerivAt_dot (hS (bondA k)).2.2.2 (hS (bondB k)).2.2.2).congr_deriv ?_
    rw [(hS (bondA k)).1, (hS (bondB k)).1, dotProduct_comm (u (bondA k)), hv, hv, hpair]

/-- The attainable rates of the six cosines at a tetrahedral geometry span a space
of dimension five. -/
theorem finrank_attainableRates {u : Fin 4 → Fin 3 → ℝ} (h : IsTetrahedral u) :
    Module.finrank ℝ (Submodule.span ℝ (attainableRates u)) = 5 := by
  obtain ⟨L, hL⟩ : ∃ L : (Fin 6 → ℝ) →ₗ[ℝ] ℝ, ∀ d, L d = ∑ k, d k :=
    ⟨∑ k, LinearMap.proj (R := ℝ) (φ := fun _ : Fin 6 => ℝ) k, fun d => by simp⟩
  have hker : attainableRates u = (LinearMap.ker L : Set (Fin 6 → ℝ)) := by
    rw [attainableRates_eq h]
    ext d
    simp [hL]
  have hrange : LinearMap.range L = ⊤ :=
    LinearMap.range_eq_top.2 fun x => ⟨fun _ => x / 6, by rw [hL, Fin.sum_univ_six]; ring⟩
  have hdim := L.finrank_range_add_finrank_ker
  rw [hrange, finrank_top, Module.finrank_self, Module.finrank_fin_fun] at hdim
  rw [hker, Submodule.span_eq]
  omega

/-- At a tetrahedral geometry the attainable rates of the six bond angles are exactly
the vectors of `ℝ⁶` with zero sum. -/
theorem attainableAngleRates_eq {u : Fin 4 → Fin 3 → ℝ} (h : IsTetrahedral u) :
    attainableAngleRates u = {a | ∑ k, a k = 0} := by
  obtain ⟨c, hc⟩ : ∃ c : ℝ, c = √(1 - (-1 / 3) ^ 2) := ⟨_, rfl⟩
  have hc0 : c ≠ 0 := by
    rw [hc]
    exact (Real.sqrt_pos.2 (by norm_num)).ne'
  -- all six angles respond to their cosines with the same factor
  have chain : ∀ (f : ℝ → ℝ) (d : ℝ), f 0 = -1 / 3 → HasDerivAt f d 0 →
      HasDerivAt (fun t => Real.arccos (f t)) (-(1 / c) * d) 0 := by
    intro f d h0 hf
    have h1 := (Real.hasDerivAt_arccos (x := f 0) (by rw [h0]; norm_num)
      (by rw [h0]; norm_num)).comp 0 hf
    rw [h0, ← hc] at h1
    exact h1
  ext a
  constructor
  · rintro ⟨r, hr, ha⟩
    have hd : ∀ k, HasDerivAt (cosine r k) (deriv (cosine r k) 0) 0 := fun k =>
      (hasDerivAt_dot (hr.smooth (bondA k) 0).hasDerivAt
        (hr.smooth (bondB k) 0).hasDerivAt).differentiableAt.hasDerivAt
    have hmem : (fun k => deriv (cosine r k) 0) ∈ attainableRates u := ⟨r, hr, hd⟩
    rw [attainableRates_eq h] at hmem
    have hsum : ∑ k, deriv (cosine r k) 0 = 0 := hmem
    have hak : ∀ k, a k = -(1 / c) * deriv (cosine r k) 0 := fun k =>
      (ha k).unique (chain _ _ (cosine_start h hr k) (hd k))
    show ∑ k, a k = 0
    simp only [hak]
    rw [← Finset.mul_sum, hsum, mul_zero]
  · intro ha
    have hsum : ∑ k, a k = 0 := ha
    have hmem : (fun k => -c * a k) ∈ attainableRates u := by
      rw [attainableRates_eq h]
      show ∑ k, -c * a k = 0
      rw [← Finset.mul_sum, hsum, mul_zero]
    obtain ⟨r, hr, hd⟩ := hmem
    refine ⟨r, hr, fun k => (chain _ _ (cosine_start h hr k) (hd k)).congr_deriv ?_⟩
    field_simp

end

end TetrahedralAngleRedundancy
```

```lean
#print axioms TetrahedralAngleRedundancy.finrank_attainableRates
#print axioms TetrahedralAngleRedundancy.attainableAngleRates_eq
```

```
'TetrahedralAngleRedundancy.finrank_attainableRates' depends on axioms: [propext, Classical.choice, Quot.sound]
'TetrahedralAngleRedundancy.attainableAngleRates_eq' depends on axioms: [propext, Classical.choice, Quot.sound]
```

### Motions and rates as Lean objects

`IsTetrahedral u` fixes all inner products of the four bond vectors: $1$ on the diagonal, $-1/3$ elsewhere. The value $-1/3$ stands for the symmetric equilibrium shape of methane, with angles of about $109.47^\circ$; it is assumed here, not derived from an energy. Vectors have type `Fin 3 → ℝ`, and lengths and angles are expressed through the dot product `⬝ᵥ`. The functions `bondA` and `bondB` list the six pairs in the order used above.

`IsBondMotion u r` says that the curves `r i` start at `u i`, are differentiable at all real times and remain unit vectors. A vector `d` belongs to `attainableRates u` if one such motion gives all six cosines the derivatives `d k` at time zero. `attainableAngleRates u` is defined in the same way, with `Real.arccos` applied to each cosine.

`attainableRates_eq` and `attainableAngleRates_eq` identify both sets with the zero-sum vectors. `finrank_attainableRates` says that the linear span of the cosine rates has dimension five.

These are first-order statements at one geometry. Bond lengths, masses and forces do not enter. In a finite distortion the cosine sum can rise above $-2$, so the zero-sum rule governs initial rates and not finite changes.

### Lemmas for the two inclusions

`cosine_sum_ge` expands the squared length of the bond sum, and `linarith` collects the terms. `cosine_start` puts each cosine at $-1/3$ at time zero. Together they show that the cosine sum is minimal at time zero, which is what the forward half of `attainableRates_eq` starts from.

For the converse, the proof writes down the table `w` and checks its row sums (`hrow`), diagonal (`hdiag`) and pair sums (`hpair`). `exists_velocities` turns the table into velocities by the $\tfrac34$ formula. `swing_spec` verifies the rational curve `swing`; its unit length is the algebraic identity closed by `linear_combination`. The product rule `hasDerivAt_dot` then yields the rates.

`finrank_attainableRates` rewrites the set as the kernel of the summation map and applies rank-nullity. In `attainableAngleRates_eq`, the local fact `chain` is the chain rule for arccos. Given angle rates, the proof differentiates the cosines and uses uniqueness of derivatives to relate the two; in the other direction it requests the cosine rates `-c * a k`. Finally, `isTetrahedral_witness` confirms that bonds to alternate corners of a cube satisfy `IsTetrahedral`.

### Fermat's theorem applied to the cosine sum

The zero-sum constraint turns on `IsLocalMin.hasDerivAt_eq_zero`, Mathlib's form of the rule that a derivative vanishes at an interior minimum. It takes a local minimum and a derivative at that point, and returns that the derivative is zero. The inequality holds at every time, so `Filter.Eventually.of_forall` supplies the local minimum `hmin`. `HasDerivAt.fun_sum` supplies the derivative $\sum_k d_k$ from the six given ones. This half of the argument never needs the velocities of the individual bonds.

### The null vector in a Wilson B matrix

Geometry optimisers that work in internal coordinates use the Wilson B matrix, whose rows are the derivatives of those coordinates with respect to the atomic positions. For methane at the exact tetrahedral geometry, the six rows for the H–C–H angles add up to zero, and the $6\times15$ block has rank five. A singular value decomposition shows one zero singular value, with left singular vector $(1,1,1,1,1,1)/\sqrt6$ up to sign.

If all six angles are kept, $BB^{\mathsf T}$ is singular, and a generalised inverse can take the place of the ordinary one. The energy gradient with respect to the angles is then not unique either: adding the same constant to all six components $g_k$ leaves the first-order energy change $\sum_k g_k\,\dot\theta_k$ unaltered.
